# At least |tr(CU)| zero-energy orbitals for a Hermitian H with unitary chiral operation C and commuting unitary symmetry U

Before diagonalising the Hückel matrix of an alternant molecule, one can already find a minimum number of nonbonding orbitals. Measure energies from the common site energy, give the atoms of one sublattice the sign \(+1\) and those of the other \(-1\), choose a permutation of the atoms that leaves the matrix unchanged, and add the signs of the atoms that stay in place. The spectrum must contain at least as many independent zero-energy orbitals as the modulus of this sum. This checks a finite, non-interacting model; it says nothing about electron repulsion.

In general, \(H\) is the one-electron Hamiltonian, \(C\) the chiral operation (above, the sublattice signs) and \(U\) the spatial symmetry (above, the permutation). All are complex square matrices over a finite set `n` of orthonormal orbitals.

```lean
import Mathlib

open Matrix Module

namespace SymmetryProtectedNonbonding

noncomputable section

variable {n : Type*} [Fintype n] [DecidableEq n]
```

The nonbonding space is \(\ker H\), the solutions of \(Hx=0\). In Lean it is the subspace `zeroModes H`, and `finrank` gives its dimension.

```lean
/-- The space of nonbonding (zero-energy) orbitals of the Hamiltonian `H`. -/
def zeroModes (H : Matrix n n ℂ) : Submodule ℂ (n → ℂ) :=
  LinearMap.ker (Matrix.toLin' H)
```

## Q projects onto exactly the nonbonding space

The matrix \(Q\) selects the nonbonding part of an orbital. It is assumed to be Hermitian and idempotent, with \(Qx=x\) exactly when \(Hx=0\).

```lean
/-- `Q` is the orthogonal projector onto the nonbonding orbitals of `H`: Hermitian, idempotent,
and fixing exactly the zero-energy orbitals. -/
structure IsZeroModeProjector (H Q : Matrix n n ℂ) : Prop where
  herm : Q.IsHermitian
  idem : Q * Q = Q
  fix : ∀ x, x ∈ zeroModes H ↔ Q *ᵥ x = x
```

The last condition ties \(Q\) to \(H\). Without it, \(Q=0\) would be allowed for the one-orbital case \(H=0\), \(C=U=1\), where \(\mathrm{tr}(CUQ)=0\) but \(\mathrm{tr}(CU)=1\).

To recognise such a projector, it is enough to have a Hermitian \(Q\) with \(HQ=0\) and some \(K\) with \(KH=1-Q\). Then \((1-Q)Q=KHQ=0\), so \(Q^2=Q\). If \(Hx=0\), then \((1-Q)x=KHx=0\); if \(Qx=x\), then \(Hx=HQx=0\). `projector_of_inverse` follows these three steps.

```lean
theorem mem_zeroModes {H : Matrix n n ℂ} {x : n → ℂ} : x ∈ zeroModes H ↔ H *ᵥ x = 0 := by
  rw [zeroModes, LinearMap.mem_ker, Matrix.toLin'_apply]

/-- A Hermitian `Q` with `HQ = 0` and `KH = 1 - Q` for some `K` is the projector onto the
nonbonding orbitals of `H`. -/
theorem projector_of_inverse {H Q K : Matrix n n ℂ} (hQ : Q.IsHermitian) (hHQ : H * Q = 0)
    (hK : K * H = 1 - Q) : IsZeroModeProjector H Q := by
  refine ⟨hQ, ?_, fun x => ⟨fun hx => ?_, fun hx => ?_⟩⟩
  · have h : (1 - Q) * Q = 0 := by rw [← hK, mul_assoc, hHQ, mul_zero]
    rw [sub_mul, one_mul] at h
    exact (sub_eq_zero.1 h).symm
  · have h : (1 - Q) *ᵥ x = 0 := by
      rw [← hK, ← Matrix.mulVec_mulVec, mem_zeroModes.1 hx, Matrix.mulVec_zero]
    rw [Matrix.sub_mulVec, Matrix.one_mulVec] at h
    exact (sub_eq_zero.1 h).symm
  · rw [mem_zeroModes, ← hx, Matrix.mulVec_mulVec, hHQ, Matrix.zero_mulVec]
```

## H is Hermitian

Hermiticity means real energies and an orthonormal basis of eigenorbitals. It is used first to construct \(Q\). Write \(H=WDW^\dagger\) with \(W\) unitary and \(D\) the diagonal matrix of energies \(d_i\). Let \(P\) be diagonal with entry 1 where \(d_i=0\) and 0 elsewhere, and set \(Q=WPW^\dagger\). Then \(HQ=0\), and inverting only the nonzero energies gives a \(K\) with \(KH=1-Q\). The code writes `(d i)⁻¹` for every level. Lean sets \(0^{-1}=0\), but any value would do here, because in \(KH\) it is multiplied by \(d_i=0\).

```lean
/-- Every Hermitian Hamiltonian has an orthogonal projector onto its nonbonding orbitals. -/
theorem exists_projector {H : Matrix n n ℂ} (hH : H.IsHermitian) :
    ∃ Q, IsZeroModeProjector H Q := by
  obtain ⟨W, d, h1, h2, h3⟩ : ∃ (W : Matrix n n ℂ) (d : n → ℂ),
      star W * W = 1 ∧ W * star W = 1 ∧ H = W * diagonal d * star W :=
    ⟨hH.eigenvectorUnitary, RCLike.ofReal ∘ hH.eigenvalues,
      Matrix.mem_unitaryGroup_iff'.1 hH.eigenvectorUnitary.2,
      Matrix.mem_unitaryGroup_iff.1 hH.eigenvectorUnitary.2, by
        have h := hH.spectral_theorem
        rw [Unitary.conjStarAlgAut_apply] at h
        exact h⟩
  have hmul : ∀ a b : n → ℂ, (W * diagonal a * star W) * (W * diagonal b * star W)
      = W * diagonal (fun i => a i * b i) * star W := fun a b => by
    calc _ = W * diagonal a * (star W * W) * diagonal b * star W := by simp only [mul_assoc]
      _ = _ := by rw [h1, mul_one, mul_assoc W (diagonal a), diagonal_mul_diagonal]
  -- `p` is 1 where the energy is zero and 0 elsewhere
  obtain ⟨p, hp⟩ : ∃ p : n → ℂ, ∀ i, p i = if d i = 0 then 1 else 0 := ⟨_, fun _ => rfl⟩
  have hps : star p = p := by
    funext i
    rw [Pi.star_apply, hp]
    split_ifs <;> simp
  refine ⟨W * diagonal p * star W, projector_of_inverse
    (K := W * diagonal (fun i => (d i)⁻¹) * star W) ?_ ?_ ?_⟩
  · rw [Matrix.IsHermitian, star_eq_conjTranspose, conjTranspose_mul, conjTranspose_mul,
      conjTranspose_conjTranspose, diagonal_conjTranspose, hps, mul_assoc]
  · have h : (fun i => d i * p i) = fun _ => 0 := by
      funext i
      by_cases hi : d i = 0 <;> simp [hp, hi]
    rw [h3, hmul, h]
    simp
  · have h : (fun i => (d i)⁻¹ * d i) = fun i => 1 - p i := by
      funext i
      by_cases hi : d i = 0 <;> simp [hp, hi]
    have h' : diagonal (fun i => 1 - p i) = 1 - diagonal p := by
      rw [← diagonal_one, diagonal_sub]
    rw [h3, hmul, h, h', mul_sub, sub_mul, mul_one, h2]
```

The second use is a two-sided inverse away from zero energy. Every \(Qx\) is fixed by \(Q\), so \(HQ=0\); taking adjoints gives \(QH=0\), and this step needs \(H^\dagger=H\). If \((H+Q)v=0\), multiplying by \(Q\) gives \(Qv=0\), hence \(Hv=0\), hence \(v=Qv=0\). So \(H+Q\) is invertible. Let \(K\) now be its inverse. Since

\[
(H+Q)(1-Q)=H=(1-Q)(H+Q),
\]

it follows that \(KH=HK=1-Q\). The proof shows that the determinant of \(H+Q\) is nonzero; `e1` and `e2` are the two displayed equalities.

```lean
/-- On the complement of the nonbonding orbitals a Hermitian Hamiltonian has a two-sided
inverse `K`. -/
theorem exists_reduced_inverse {H Q : Matrix n n ℂ} (hH : H.IsHermitian)
    (hQ : IsZeroModeProjector H Q) : ∃ K, K * H = 1 - Q ∧ H * K = 1 - Q := by
  have hHQ : H * Q = 0 := by
    apply Matrix.toLin'.injective
    apply LinearMap.ext
    intro x
    rw [Matrix.toLin'_apply, map_zero, LinearMap.zero_apply, ← Matrix.mulVec_mulVec]
    exact mem_zeroModes.1 ((hQ.fix _).2 (by rw [Matrix.mulVec_mulVec, hQ.idem]))
  have hQH : Q * H = 0 := by
    have h := congrArg conjTranspose hHQ
    rwa [conjTranspose_mul, hH.eq, hQ.herm.eq, conjTranspose_zero] at h
  -- `H + Q` has no kernel, so it can be inverted
  have hdet : (H + Q).det ≠ 0 := by
    intro h0
    obtain ⟨v, hv, h⟩ := Matrix.exists_mulVec_eq_zero_iff.2 h0
    have h1 : Q *ᵥ v = 0 := by
      have h2 : Q *ᵥ ((H + Q) *ᵥ v) = 0 := by rw [h, Matrix.mulVec_zero]
      rwa [Matrix.mulVec_mulVec, mul_add, hQH, hQ.idem, zero_add] at h2
    rw [Matrix.add_mulVec, h1, add_zero] at h
    exact hv (((hQ.fix v).1 (mem_zeroModes.2 h)).symm.trans h1)
  obtain ⟨K, hK1, hK2⟩ : ∃ K, K * (H + Q) = 1 ∧ (H + Q) * K = 1 :=
    ⟨(H + Q)⁻¹, Matrix.nonsing_inv_mul _ (IsUnit.mk0 _ hdet),
      Matrix.mul_nonsing_inv _ (IsUnit.mk0 _ hdet)⟩
  have e1 : (H + Q) * (1 - Q) = H := by
    rw [mul_sub, mul_one, add_mul, hHQ, hQ.idem]
    abel
  have e2 : (1 - Q) * (H + Q) = H := by
    rw [sub_mul, one_mul, mul_add, hQH, hQ.idem]
    abel
  refine ⟨K, ?_, ?_⟩
  · calc K * H = K * ((H + Q) * (1 - Q)) := by rw [e1]
      _ = 1 - Q := by rw [← mul_assoc, hK1, one_mul]
  · calc H * K = (1 - Q) * (H + Q) * K := by rw [e2]
      _ = 1 - Q := by rw [mul_assoc, hK2, mul_one]
```

Without Hermiticity the trace identity below can fail. Take \(H=\begin{pmatrix}0&1\\0&0\end{pmatrix}\), \(C=\mathrm{diag}(1,-1)\) and \(U=1\). Then \(CH=-HC\) and \(Q=\mathrm{diag}(1,0)\), so \(\mathrm{tr}(CUQ)=1\) while \(\mathrm{tr}(CU)=0\).

## C anticommutes with H, and U commutes with it

The condition \(CH=-HC\) says that \(C\) turns an orbital of energy \(E\) into one of energy \(-E\), or into zero if \(C\) is singular. For sublattice signs it holds when all site energies are zero and hopping only joins different sublattices. The condition \(UH=HU\) says that \(U\) is a symmetry of the Hamiltonian. Together they give

\[
CUH=CHU=-HCU .
\]

With \(HK=KH=1-Q\) and cyclicity of the trace,

\[
\begin{aligned}
\mathrm{tr}(CU(1-Q))&=\mathrm{tr}(CUHK)=-\mathrm{tr}(HCUK)\\
&=-\mathrm{tr}(CUKH)=-\mathrm{tr}(CU(1-Q)).
\end{aligned}
\]

The trace therefore vanishes, and \(\mathrm{tr}(CUQ)=\mathrm{tr}(CU)\). In the proof, `hV` is the anticommutation of \(CU\) and `key` is the chain of traces. Unitarity plays no part.

```lean
/-- If `C` anticommutes and `U` commutes with the Hamiltonian, the trace of `CU` over all
orbitals equals its trace over the nonbonding orbitals. -/
theorem trace_on_zeroModes {H C U Q : Matrix n n ℂ} (hH : H.IsHermitian)
    (hC : C * H = -(H * C)) (hU : U * H = H * U) (hQ : IsZeroModeProjector H Q) :
    trace (C * U * Q) = trace (C * U) := by
  obtain ⟨K, hKH, hHK⟩ := exists_reduced_inverse hH hQ
  have hV : C * U * H = -(H * (C * U)) := by
    rw [mul_assoc, hU, ← mul_assoc, hC, neg_mul, mul_assoc]
  -- the contribution of the nonzero energies equals its own negative
  have key : trace (C * U * (1 - Q)) = -trace (C * U * (1 - Q)) := by
    calc trace (C * U * (1 - Q)) = trace (C * U * H * K) := by
          rw [mul_assoc (C * U) H K, hHK]
      _ = -trace (H * (C * U * K)) := by rw [hV, neg_mul, trace_neg, mul_assoc H]
      _ = -trace (C * U * K * H) := by rw [Matrix.trace_mul_comm]
      _ = -trace (C * U * (1 - Q)) := by rw [mul_assoc (C * U) K H, hKH]
  rw [mul_sub, mul_one, trace_sub] at key
  linear_combination (-1 / 2 : ℂ) * key
```

Each condition matters for the count. With one orbital and \(H=C=U=1\), anticommutation fails: the trace is 1, but there is no zero-energy orbital. With \(H=\begin{pmatrix}0&1\\1&0\end{pmatrix}\) and \(C=U=\mathrm{diag}(1,-1)\), only the commutation of \(U\) fails: \(\mathrm{tr}(CU)=2\), while the energies are \(\pm1\).

## C and U are unitary

Unitary operations preserve the norm of an orbital, so each nonbonding orbital can contribute at most 1 to the trace in modulus. The number of these orbitals is \(\mathrm{tr}\,Q\), because \(Q\) acts as 1 on \(\ker H\) and as 0 on its orthogonal complement.

```lean
/-- The trace of the projector counts the independent nonbonding orbitals. -/
theorem trace_projector {H Q : Matrix n n ℂ} (hQ : IsZeroModeProjector H Q) :
    trace Q = (finrank ℂ (zeroModes H) : ℂ) := by
  have hp : LinearMap.IsProj (zeroModes H) (Matrix.toLin' Q) :=
    ⟨fun x => (hQ.fix _).2 (by rw [Matrix.toLin'_apply, Matrix.mulVec_mulVec, hQ.idem]),
      fun x hx => by rw [Matrix.toLin'_apply]; exact (hQ.fix x).1 hx⟩
  have h := hp.trace
  rwa [LinearMap.trace_eq_matrix_trace ℂ (Pi.basisFun ℂ n), LinearMap.toMatrix_eq_toMatrix',
    LinearMap.toMatrix'_toLin'] at h
```

For the bound, set \(V=CU\), so \(V^\dagger V=1\). Applying \(|xy|\le(|x|^2+|y|^2)/2\) to each term of the trace gives, for any matrices \(A,B\),

\[
|\mathrm{tr}(A^\dagger B)|\le\tfrac12\left(\mathrm{tr}(A^\dagger A)+\mathrm{tr}(B^\dagger B)\right).
\]

Choose \(A=Q\) and \(B=VQ\). Then \(\mathrm{tr}(A^\dagger B)=\mathrm{tr}(QVQ)=\mathrm{tr}(VQ)\), \(A^\dagger A=Q\) and \(B^\dagger B=QV^\dagger VQ=Q\). Hence \(|\mathrm{tr}(VQ)|\le\mathrm{tr}\,Q\). In `norm_trace_le`, `hab` is the general inequality, and `h1` and `h2` evaluate its terms.

```lean
/-- The trace of a unitary `V` over the range of an orthogonal projector `Q` is at most `tr Q`
in modulus. -/
theorem norm_trace_le {V Q : Matrix n n ℂ} (hV : Vᴴ * V = 1) (hQ : Q.IsHermitian)
    (hQQ : Q * Q = Q) : ‖trace (V * Q)‖ ≤ (trace Q).re := by
  have hs : ∀ A : Matrix n n ℂ, (trace (Aᴴ * A)).re = ∑ i, ∑ j, ‖A j i‖ ^ 2 := fun A => by
    simp only [trace, diag_apply, mul_apply, conjTranspose_apply, Complex.re_sum]
    refine Finset.sum_congr rfl fun i _ => Finset.sum_congr rfl fun j _ => ?_
    rw [← Complex.normSq_eq_norm_sq, Complex.normSq_apply]
    simp [Complex.mul_re]
  have hab : ∀ A B : Matrix n n ℂ,
      ‖trace (Aᴴ * B)‖ ≤ ((trace (Aᴴ * A)).re + (trace (Bᴴ * B)).re) / 2 := fun A B => by
    rw [hs A, hs B, ← Finset.sum_add_distrib, Finset.sum_div]
    simp only [trace, diag_apply, mul_apply, conjTranspose_apply]
    refine (norm_sum_le _ _).trans (Finset.sum_le_sum fun i _ => ?_)
    rw [← Finset.sum_add_distrib, Finset.sum_div]
    refine (norm_sum_le _ _).trans (Finset.sum_le_sum fun j _ => ?_)
    rw [norm_mul, norm_star]
    nlinarith [sq_nonneg (‖A j i‖ - ‖B j i‖)]
  have h1 : trace (Qᴴ * (V * Q)) = trace (V * Q) := by
    rw [hQ.eq, Matrix.trace_mul_comm, mul_assoc, hQQ]
  have h2 : (V * Q)ᴴ * (V * Q) = Q := by
    rw [conjTranspose_mul, hQ.eq, mul_assoc, ← mul_assoc Vᴴ, hV, one_mul, hQQ]
  have h := hab Q (V * Q)
  rw [h1, h2, hQ.eq, hQQ] at h
  linarith
```

The final theorem obtains \(Q\) from `exists_projector` and combines the results into

\[
|\mathrm{tr}(CU)|=|\mathrm{tr}(CUQ)|\le\mathrm{tr}\,Q=\dim\ker H .
\]

Its statement mentions only \(H\), \(C\) and \(U\); `‖trace (C * U)‖` is the modulus of a complex number.

```lean
/-- A Hamiltonian with unitary chiral operation `C` and unitary symmetry `U` has at least
`|tr(CU)|` independent nonbonding orbitals. -/
theorem norm_trace_le_finrank_zeroModes {H C U : Matrix n n ℂ} (hH : H.IsHermitian)
    (hC : C ∈ unitaryGroup n ℂ) (hU : U ∈ unitaryGroup n ℂ)
    (hCH : C * H = -(H * C)) (hUH : U * H = H * U) :
    ‖trace (C * U)‖ ≤ (finrank ℂ (zeroModes H) : ℝ) := by
  obtain ⟨Q, hQ⟩ := exists_projector hH
  have hV : (C * U)ᴴ * (C * U) = 1 := Matrix.mem_unitaryGroup_iff'.1 (mul_mem hC hU)
  have h := norm_trace_le hV hQ.herm hQ.idem
  rwa [trace_on_zeroModes hH hCH hUH hQ, trace_projector hQ, Complex.natCast_re] at h
```

Without unitarity, \(H=0\), \(C=2\), \(U=1\) on one orbital gives trace 2 for a single nonbonding orbital. The trace identity survives, but the bound does not.

## Building the sublattices into the model

The orbitals could have been split from the start into two sublattices, with \(C\) fixed as \(+1\) on one and \(-1\) on the other, and \(U\) required to preserve each. The bound would then read \(|\chi_+(U)-\chi_-(U)|\), where \(\chi_+(U)\) and \(\chi_-(U)\) are the traces of \(U\) on the sublattices with sign \(+1\) and \(-1\). This is closer to a character table, but less general: the theorem above requires neither \(C^2=1\) nor any relation between \(C\) and \(U\).

## A four-site ring where the reflection reveals two orbitals

Sites 0 to 3 form a ring with real hopping \(a\) on both bonds of site 0 and \(b\) on both bonds of site 2. The signs alternate, and the reflection exchanges sites 1 and 3.

```lean
/-- Four-site ring with hopping `a` on both bonds of site 0 and `b` on both bonds of site 2. -/
def ringH (a b : ℝ) : Matrix (Fin 4) (Fin 4) ℂ :=
  !![0, a, 0, a; a, 0, b, 0; 0, b, 0, b; a, 0, b, 0]

/-- Sign change of the orbitals on every second site of the ring. -/
def ringC : Matrix (Fin 4) (Fin 4) ℂ :=
  !![1, 0, 0, 0; 0, -1, 0, 0; 0, 0, 1, 0; 0, 0, 0, -1]

/-- Reflection of the ring that keeps sites 0 and 2 and exchanges sites 1 and 3. -/
def ringU : Matrix (Fin 4) (Fin 4) ℂ :=
  !![1, 0, 0, 0; 0, 0, 0, 1; 0, 0, 1, 0; 0, 1, 0, 0]
```

The sublattices are equally large, so \(\mathrm{tr}\,C=0\) and the choice \(U=1\) predicts nothing. The reflection fixes sites 0 and 2, both with sign \(+1\), so \(\mathrm{tr}(CU)=2\). `ring_witness` checks this and all the hypotheses entry by entry.

```lean
/-- The four-site ring meets all the symmetry hypotheses, with `tr C = 0` but `tr(CU) = 2`. -/
theorem ring_witness (a b : ℝ) :
    (ringH a b).IsHermitian ∧ ringC ∈ unitaryGroup (Fin 4) ℂ ∧ ringU ∈ unitaryGroup (Fin 4) ℂ ∧
      ringC * ringH a b = -(ringH a b * ringC) ∧ ringU * ringH a b = ringH a b * ringU ∧
      trace ringC = 0 ∧ trace (ringC * ringU) = 2 := by
  refine ⟨?_, ?_, ?_, ?_, ?_, ?_, ?_⟩
  · ext i j
    fin_cases i <;> fin_cases j <;> simp [ringH]
  · rw [Matrix.mem_unitaryGroup_iff, star_eq_conjTranspose]
    ext i j
    fin_cases i <;> fin_cases j <;> simp [ringC, mul_apply, Fin.sum_univ_succ]
  · rw [Matrix.mem_unitaryGroup_iff, star_eq_conjTranspose]
    ext i j
    fin_cases i <;> fin_cases j <;> simp [ringU, mul_apply, Fin.sum_univ_succ]
  · ext i j
    fin_cases i <;> fin_cases j <;> simp [ringC, ringH, mul_apply, Fin.sum_univ_succ]
  · ext i j
    fin_cases i <;> fin_cases j <;> simp [ringU, ringH, mul_apply, Fin.sum_univ_succ]
  · simp [ringC, trace, Fin.sum_univ_succ]
  · simp [ringC, ringU, trace, Fin.sum_univ_succ]
    try norm_num
```

If \(a\) and \(b\) are not both zero, the bound is attained. Multiplication gives \(H^3=2(a^2+b^2)H\) and \(\mathrm{tr}\,H^2=4(a^2+b^2)\). Put \(r=1/(2(a^2+b^2))\) and \(Q=1-rH^2\). Then \(HQ=H-rH^3=0\), and \(K=rH\) gives \(KH=1-Q\), so `projector_of_inverse` applies. The dimension is \(\mathrm{tr}\,Q=4-2=2\). If \(a=b=0\), all four orbitals have zero energy and the bound is not attained.

```lean
/-- If the hoppings are not both zero, the number of independent nonbonding orbitals of the
four-site ring equals `|tr(CU)|`. -/
theorem ring_bound_attained {a b : ℝ} (hab : a ≠ 0 ∨ b ≠ 0) :
    (finrank ℂ (zeroModes (ringH a b)) : ℝ) = ‖trace (ringC * ringU)‖ := by
  obtain ⟨hH, -, -, -, -, -, htr⟩ := ring_witness a b
  have hs : 2 * (a ^ 2 + b ^ 2) ≠ 0 := by
    rcases hab with h | h <;> positivity
  obtain ⟨r, hr0⟩ : ∃ r : ℝ, r * (2 * (a ^ 2 + b ^ 2)) = 1 := ⟨_, inv_mul_cancel₀ hs⟩
  have hr : (r : ℂ) * (2 * ((a : ℂ) ^ 2 + (b : ℂ) ^ 2)) = 1 := by exact_mod_cast hr0
  -- the matrix identity `H ^ 3 = 2 (a ^ 2 + b ^ 2) H`
  have cube : ringH a b * ringH a b * ringH a b
      = (2 * ((a : ℂ) ^ 2 + (b : ℂ) ^ 2)) • ringH a b := by
    ext i j
    fin_cases i <;> fin_cases j <;> simp [ringH, mul_apply, Fin.sum_univ_succ] <;> ring
  have tr : trace (ringH a b * ringH a b) = 4 * ((a : ℂ) ^ 2 + (b : ℂ) ^ 2) := by
    simp [ringH, trace, Fin.sum_univ_succ]
    ring
  have hQ : IsZeroModeProjector (ringH a b) (1 - (r : ℂ) • (ringH a b * ringH a b)) := by
    refine projector_of_inverse (K := (r : ℂ) • ringH a b) ?_ ?_ ?_
    · rw [Matrix.IsHermitian, conjTranspose_sub, conjTranspose_one, conjTranspose_smul,
        conjTranspose_mul, hH.eq, Complex.star_def, Complex.conj_ofReal]
    · rw [mul_sub, mul_one, mul_smul_comm, ← mul_assoc, cube, smul_smul, hr, one_smul, sub_self]
    · rw [smul_mul_assoc, sub_sub_cancel]
  have h := trace_projector hQ
  rw [trace_sub, trace_one, trace_smul, tr, smul_eq_mul, Fintype.card_fin] at h
  have h2 : (finrank ℂ (zeroModes (ringH a b)) : ℂ) = 2 := by
    rw [← h]
    push_cast
    linear_combination (-2 : ℂ) * hr
  have h3 : finrank ℂ (zeroModes (ringH a b)) = 2 := by exact_mod_cast h2
  rw [h3, htr]
  norm_num

end

end SymmetryProtectedNonbonding
```

```lean
#print axioms SymmetryProtectedNonbonding.norm_trace_le_finrank_zeroModes
-- 'SymmetryProtectedNonbonding.norm_trace_le_finrank_zeroModes' depends on axioms: [propext, Classical.choice, Quot.sound]
#print axioms SymmetryProtectedNonbonding.ring_bound_attained
-- 'SymmetryProtectedNonbonding.ring_bound_attained' depends on axioms: [propext, Classical.choice, Quot.sound]
```
